# A density matrix that commutes with $1\otimes\sigma_z$ and $1\otimes\sigma_x$ has the form $\rho\otimes 1$

## A lost spin polarisation

Take one α electron in a single orbital. Its one-particle density matrix has no αβ or βα elements, so a program might conclude that spin plays no part and keep only half the spin-summed matrix for each spin. The electron count survives, but the program now has half an α electron and half a β electron. The missing check is a second spin component.

## Matrices and spin blocks

Let $i,j,k$ label finitely many orthonormal orbitals, and let $a,b,c\in\{0,1\}$ label spin, with 0 for α and 1 for β. The density matrix $\gamma$ has entries $\gamma_{ia,jb}$, and its spin block $\gamma_{ab}$ is the orbital matrix with entries $(\gamma_{ab})_{ij}=\gamma_{ia,jb}$. A $2\times2$ matrix $s$ acts on spin alone as $1\otimes s$, with entries $\delta_{ij}s_{ab}$.

For any complex $\gamma$:

- `commute_pauliZ_iff`: $\gamma$ commutes with $1\otimes\sigma_z$ iff $\gamma_{01}=\gamma_{10}=0$.
- `commute_pauliZ_pauliX_iff`: $\gamma$ commutes with both $1\otimes\sigma_z$ and $1\otimes\sigma_x$ iff $\gamma=\rho\otimes1$ for some orbital matrix $\rho$.

In Lean, $\gamma$ is a `Matrix (n × Fin 2) (n × Fin 2) ℂ`, where `n` is the finite orbital type. `spinOp s` is $1\otimes s$, `spinBlock γ a b` is $\gamma_{ab}$, and `Commute` says that the two products agree. Hermiticity, positivity and normalisation are not assumed. The condition concerns $\gamma$ alone and does not make the many-electron state a singlet.

## Reduction to two-by-two matrices

The orbital identity removes the orbital sum from each product:

$$[\gamma(1\otimes s)]_{ia,jb}=\sum_{k,c}\gamma_{ia,kc}\,\delta_{kj}s_{cb}=\sum_c\gamma_{ia,jc}s_{cb},$$

$$[(1\otimes s)\gamma]_{ia,jb}=\sum_{k,c}\delta_{ik}s_{ac}\,\gamma_{kc,jb}=\sum_c s_{ac}\gamma_{ic,jb}.$$

So $\gamma$ commutes with $1\otimes s$ iff, for each pair $i,j$, the matrix of spin components

$$g=\begin{pmatrix}p&q\\r&t\end{pmatrix},\qquad g_{ab}=\gamma_{ia,jb},$$

commutes with $s$. For the two Pauli matrices,

$$g\sigma_z=\begin{pmatrix}p&-q\\r&-t\end{pmatrix},\quad \sigma_zg=\begin{pmatrix}p&q\\-r&-t\end{pmatrix},$$

$$g\sigma_x=\begin{pmatrix}q&p\\t&r\end{pmatrix},\quad \sigma_xg=\begin{pmatrix}r&t\\p&q\end{pmatrix}.$$

The first pair agrees iff $q=r=0$, the second iff $p=t$ and $q=r$. Together they give $g=p\,1$ for every $i,j$, hence $\gamma=\rho\otimes1$ with $\rho=\gamma_{00}$. Conversely, $(\rho\otimes1)(1\otimes s)=\rho\otimes s=(1\otimes s)(\rho\otimes1)$ for every $s$, so commuting with these two components already implies commuting with all spin operators.

Both diagonal blocks of $\rho\otimes1$ equal $\rho$, so $\rho=\tfrac12(\gamma_{00}+\gamma_{11})$. For the fully α-polarised matrix $1\otimes\mathrm{diag}(1,0)$, with at least one orbital, $\rho_{ii}$ would have to be both 1 and 0.

## Storage in an electronic-structure code

In a finite orbital basis, the result says when a one-particle density matrix can be stored as a single spatial matrix that serves as the block for both spins, with no αβ or βα part. A code can test whether $\gamma_{01}$, $\gamma_{10}$ and $\gamma_{00}-\gamma_{11}$ vanish within a tolerance. If all three do, half the spin sum suffices; if only the first two do, the αα and ββ blocks differ, and one shared matrix cannot represent both.

## The Lean file

```lean
import Mathlib

open Matrix
open scoped Kronecker

namespace SpinDensityMatrix

variable {n : Type*} [Fintype n] [DecidableEq n]

/-- The Pauli matrix `σ_x`. -/
def pauliX : Matrix (Fin 2) (Fin 2) ℂ := !![0, 1; 1, 0]

/-- The Pauli matrix `σ_z`, with spin index `0` for α and `1` for β. -/
def pauliZ : Matrix (Fin 2) (Fin 2) ℂ := !![1, 0; 0, -1]

/-- The operator `1 ⊗ s`, which acts on spin alone and leaves the orbitals untouched. -/
def spinOp (s : Matrix (Fin 2) (Fin 2) ℂ) : Matrix (n × Fin 2) (n × Fin 2) ℂ :=
  (1 : Matrix n n ℂ) ⊗ₖ s

/-- The orbital matrix formed by the entries of `γ` with row spin `a` and column spin `b`. -/
def spinBlock (γ : Matrix (n × Fin 2) (n × Fin 2) ℂ) (a b : Fin 2) : Matrix n n ℂ :=
  Matrix.of fun i j => γ (i, a) (j, b)

/-- A matrix `γ` commutes with `1 ⊗ s` exactly when, for every pair of orbitals, the
2 by 2 matrix of its spin components commutes with `s`. -/
theorem commute_spinOp_iff (γ : Matrix (n × Fin 2) (n × Fin 2) ℂ)
    (s : Matrix (Fin 2) (Fin 2) ℂ) :
    Commute γ (spinOp s) ↔
      ∀ i j, Commute (Matrix.of fun a b => spinBlock γ a b i j) s := by
  -- the orbital identity removes the sum over orbitals in both products
  have hR : ∀ (i : n) (a : Fin 2) (j : n) (b : Fin 2),
      (γ * spinOp s : Matrix (n × Fin 2) (n × Fin 2) ℂ) (i, a) (j, b) =
        ∑ c, γ (i, a) (j, c) * s c b := by
    intro i a j b
    simp [spinOp, Matrix.mul_apply, Fintype.sum_prod_type_right, Matrix.one_apply]
  have hL : ∀ (i : n) (a : Fin 2) (j : n) (b : Fin 2),
      (spinOp s * γ : Matrix (n × Fin 2) (n × Fin 2) ℂ) (i, a) (j, b) =
        ∑ c, s a c * γ (i, c) (j, b) := by
    intro i a j b
    simp [spinOp, Matrix.mul_apply, Fintype.sum_prod_type_right, Matrix.one_apply]
  constructor
  · intro h i j
    rw [commute_iff_eq]
    ext a b
    have hab := congrFun (congrFun h.eq (i, a)) (j, b)
    rw [hR, hL] at hab
    simpa [Matrix.mul_apply, spinBlock] using hab
  · intro h
    rw [commute_iff_eq]
    ext ⟨i, a⟩ ⟨j, b⟩
    rw [hR, hL]
    have hab := congrFun (congrFun (h i j).eq a) b
    simpa [Matrix.mul_apply, spinBlock] using hab

/-- A matrix `γ` commutes with `1 ⊗ σ_z` exactly when its αβ and βα blocks vanish. -/
theorem commute_pauliZ_iff (γ : Matrix (n × Fin 2) (n × Fin 2) ℂ) :
    Commute γ (spinOp pauliZ) ↔ spinBlock γ 0 1 = 0 ∧ spinBlock γ 1 0 = 0 := by
  rw [commute_spinOp_iff]
  constructor
  · intro h
    constructor
    · ext i j
      -- the αβ entry changes sign under exchange of the factors
      have h01 : spinBlock γ 0 1 i j * (-1) = 1 * spinBlock γ 0 1 i j := by
        simpa [Matrix.mul_apply, Fin.sum_univ_two, pauliZ] using
          congrFun (congrFun (h i j).eq 0) 1
      rw [Matrix.zero_apply]
      linear_combination (-1 / 2) * h01
    · ext i j
      have h10 : spinBlock γ 1 0 i j * 1 = (-1) * spinBlock γ 1 0 i j := by
        simpa [Matrix.mul_apply, Fin.sum_univ_two, pauliZ] using
          congrFun (congrFun (h i j).eq 1) 0
      rw [Matrix.zero_apply]
      linear_combination (1 / 2) * h10
  · rintro ⟨h01, h10⟩ i j
    rw [commute_iff_eq]
    ext a b
    fin_cases a <;> fin_cases b <;>
      simp [Matrix.mul_apply, Fin.sum_univ_two, pauliZ, h01, h10]

/-- A matrix `γ` commutes with `1 ⊗ σ_x` exactly when its αα and ββ blocks agree and its
αβ and βα blocks agree. -/
theorem commute_pauliX_iff (γ : Matrix (n × Fin 2) (n × Fin 2) ℂ) :
    Commute γ (spinOp pauliX) ↔
      spinBlock γ 0 0 = spinBlock γ 1 1 ∧ spinBlock γ 0 1 = spinBlock γ 1 0 := by
  rw [commute_spinOp_iff]
  constructor
  · intro h
    constructor
    · ext i j
      simpa [Matrix.mul_apply, Fin.sum_univ_two, pauliX] using
        congrFun (congrFun (h i j).eq 0) 1
    · ext i j
      simpa [Matrix.mul_apply, Fin.sum_univ_two, pauliX] using
        congrFun (congrFun (h i j).eq 0) 0
  · rintro ⟨h00, h01⟩ i j
    rw [commute_iff_eq]
    ext a b
    fin_cases a <;> fin_cases b <;>
      simp [Matrix.mul_apply, Fin.sum_univ_two, pauliX, h00, h01]

/-- A matrix of the form `ρ ⊗ 1`, with `ρ` acting on orbitals, commutes with every spin
operator `1 ⊗ s`. -/
theorem spatial_commute_spinOp (ρ : Matrix n n ℂ) (s : Matrix (Fin 2) (Fin 2) ℂ) :
    Commute (ρ ⊗ₖ (1 : Matrix (Fin 2) (Fin 2) ℂ)) (spinOp s) := by
  rw [spinOp, commute_iff_eq, ← Matrix.mul_kronecker_mul, ← Matrix.mul_kronecker_mul]
  simp only [Matrix.mul_one, Matrix.one_mul]

/-- A matrix `γ` commutes with both `1 ⊗ σ_z` and `1 ⊗ σ_x` exactly when `γ = ρ ⊗ 1` for
some spatial matrix `ρ`. -/
theorem commute_pauliZ_pauliX_iff (γ : Matrix (n × Fin 2) (n × Fin 2) ℂ) :
    (Commute γ (spinOp pauliZ) ∧ Commute γ (spinOp pauliX)) ↔
      ∃ ρ : Matrix n n ℂ, γ = ρ ⊗ₖ (1 : Matrix (Fin 2) (Fin 2) ℂ) := by
  constructor
  · rintro ⟨hz, hx⟩
    rw [commute_pauliZ_iff] at hz
    rw [commute_pauliX_iff] at hx
    -- the common diagonal block is the spatial matrix
    refine ⟨spinBlock γ 0 0, ?_⟩
    ext ⟨i, a⟩ ⟨j, b⟩
    have h01 : γ (i, 0) (j, 1) = 0 := congrFun (congrFun hz.1 i) j
    have h10 : γ (i, 1) (j, 0) = 0 := congrFun (congrFun hz.2 i) j
    have h00 : γ (i, 0) (j, 0) = γ (i, 1) (j, 1) := congrFun (congrFun hx.1 i) j
    fin_cases a <;> fin_cases b <;> simp [spinBlock, h01, h10, h00]
  · rintro ⟨ρ, rfl⟩
    exact ⟨spatial_commute_spinOp ρ _, spatial_commute_spinOp ρ _⟩

/-- Commuting with `1 ⊗ σ_z` and `1 ⊗ σ_x` is equivalent to commuting with every spin
operator `1 ⊗ s`. -/
theorem commute_all_spinOp_iff (γ : Matrix (n × Fin 2) (n × Fin 2) ℂ) :
    (Commute γ (spinOp pauliZ) ∧ Commute γ (spinOp pauliX)) ↔
      ∀ s : Matrix (Fin 2) (Fin 2) ℂ, Commute γ (spinOp s) := by
  constructor
  · intro h s
    obtain ⟨ρ, rfl⟩ := (commute_pauliZ_pauliX_iff γ).1 h
    exact spatial_commute_spinOp ρ s
  · intro h
    exact ⟨h _, h _⟩

/-- If `γ` commutes with `1 ⊗ σ_z` and `1 ⊗ σ_x`, it is recovered from its spin-summed
matrix: `γ` is half the sum of its αα and ββ blocks, tensored with the spin identity. -/
theorem eq_half_spinSum (γ : Matrix (n × Fin 2) (n × Fin 2) ℂ)
    (hz : Commute γ (spinOp pauliZ)) (hx : Commute γ (spinOp pauliX)) :
    γ = ((1 / 2 : ℂ) • (spinBlock γ 0 0 + spinBlock γ 1 1)) ⊗ₖ
      (1 : Matrix (Fin 2) (Fin 2) ℂ) := by
  obtain ⟨ρ, rfl⟩ := (commute_pauliZ_pauliX_iff γ).1 ⟨hz, hx⟩
  -- each diagonal block of `ρ ⊗ 1` is `ρ`
  have hρ : (1 / 2 : ℂ) • (spinBlock (ρ ⊗ₖ (1 : Matrix (Fin 2) (Fin 2) ℂ)) 0 0 +
      spinBlock (ρ ⊗ₖ (1 : Matrix (Fin 2) (Fin 2) ℂ)) 1 1) = ρ := by
    ext i j
    simp only [spinBlock, Matrix.smul_apply, Matrix.add_apply, Matrix.of_apply,
      Matrix.kroneckerMap_apply, Matrix.one_apply_eq, smul_eq_mul]
    ring
  rw [hρ]

/-- With at least one orbital, the matrix that fills every α spin orbital and no β spin
orbital commutes with `1 ⊗ σ_z` but is not of the form `ρ ⊗ 1`. -/
theorem polarised_not_spatial [Nonempty n] :
    Commute (spinOp !![1, 0; 0, 0] : Matrix (n × Fin 2) (n × Fin 2) ℂ) (spinOp pauliZ) ∧
      ¬ ∃ ρ : Matrix n n ℂ, (spinOp !![1, 0; 0, 0] : Matrix (n × Fin 2) (n × Fin 2) ℂ) =
        ρ ⊗ₖ (1 : Matrix (Fin 2) (Fin 2) ℂ) := by
  constructor
  · refine (commute_pauliZ_iff _).2 ⟨?_, ?_⟩ <;> ext i j <;> simp [spinBlock, spinOp]
  · rintro ⟨ρ, h⟩
    obtain ⟨i⟩ := ‹Nonempty n›
    -- the same diagonal entry of `ρ` would have to be both 1 and 0
    have h0 : (1 : ℂ) = ρ i i := by
      simpa [spinOp] using congrFun (congrFun h (i, 0)) (i, 0)
    have h1 : (0 : ℂ) = ρ i i := by
      simpa [spinOp] using congrFun (congrFun h (i, 1)) (i, 1)
    exact one_ne_zero (h0.trans h1.symm)

end SpinDensityMatrix
```

```lean
#print axioms SpinDensityMatrix.spatial_commute_spinOp
#print axioms SpinDensityMatrix.commute_all_spinOp_iff
#print axioms SpinDensityMatrix.eq_half_spinSum
#print axioms SpinDensityMatrix.polarised_not_spatial
```

```
'SpinDensityMatrix.spatial_commute_spinOp' depends on axioms: [propext, Classical.choice, Quot.sound]
'SpinDensityMatrix.commute_all_spinOp_iff' depends on axioms: [propext, Classical.choice, Quot.sound]
'SpinDensityMatrix.eq_half_spinSum' depends on axioms: [propext, Classical.choice, Quot.sound]
'SpinDensityMatrix.polarised_not_spatial' depends on axioms: [propext, Classical.choice, Quot.sound]
```

## From blocks back to the full matrix

`commute_spinOp_iff` carries out the reduction: `hR` and `hL` are the two displayed product formulas. The σ_z and σ_x lemmas then read off individual entries of the $2\times2$ equation. For σ_z, `linear_combination` turns $-q=q$ into $q=0$; in the converse directions, `fin_cases` checks all four spin pairs.

`commute_pauliZ_pauliX_iff` supplies `spinBlock γ 0 0` as $\rho$ and compares entries. Its converse is `spatial_commute_spinOp`, which uses the product rule for Kronecker products. `commute_all_spinOp_iff` and `eq_half_spinSum` both start by writing $\gamma$ as $\rho\otimes1$, and `polarised_not_spatial` derives the contradiction $1=0$ from two diagonal entries.

## Summing over a product index

The proof turns on `Fintype.sum_prod_type_right`. Matrix multiplication over `n × Fin 2` produces one sum over pairs $(k,c)$; this lemma rewrites it as an outer sum over spin $c$ and an inner sum over orbitals $k$. `Matrix.one_apply` exposes the orbital identity as a Kronecker delta, and `simp` collapses the inner sum. Only the two-term spin sum remains, whatever the number of orbitals.
